# Coulomb retardation lowers the isotope exponent below 1/2 in a one-frequency model of superconductivity

To estimate how the transition temperature $T_c$ of a phonon-mediated superconductor shifts when its ions are replaced by a slightly heavier isotope, one multiplies the relative mass change by the isotope exponent $\alpha$:

$$\frac{\delta T_c}{T_c}\approx-\alpha\,\frac{\delta M}{M},\qquad \alpha=-\frac{M}{T_c}\frac{dT_c}{dM}.$$

If only the phonon frequency is rescaled with the ionic mass $M$, then $\alpha=1/2$. The Coulomb pseudopotential $m$ also depends on the phonon frequency, however, and recomputing it at the new mass changes the answer. The model used here has a single phonon frequency $w\propto M^{-1/2}$ below the electronic energy $E_F$, a pseudopotential given by $1/m=1/\mu+\ln(E_F/w)$ with bare repulsion $\mu$, and a transition temperature proportional to $w\,e^{-1/(\lambda-m)}$. If the electron-phonon coupling $\lambda>m$, like $\mu$ and $E_F$, does not depend on mass, the exponent is

$$\alpha=\frac12\left[1-\left(\frac{m}{\lambda-m}\right)^2\right].$$

Within this model, then, an exponent well below $1/2$, or even a negative one, is compatible with pairing by phonons alone.

```lean
import Mathlib

namespace IsotopeEffectCoulomb

noncomputable section
```

## Frequency, repulsion and transition temperature as functions of mass

A harmonic lattice of ions that all have mass $M$, with fixed force constants, has frequencies proportional to $M^{-1/2}$, so

$$w(M)=\frac{k}{\sqrt M}.$$

The constant $k>0$ carries the stiffness: it is proportional to the square root of a force constant. It also absorbs the units, so that $w$ and $E_F$ are both energies. All quantities in the file are real numbers.

```lean
/-- The phonon frequency of a lattice with ionic mass `M` and stiffness parameter `k`. -/
def phononFreq (k M : ℝ) : ℝ := k / √M
```

The bare repulsion $\mu>0$ is the dimensionless product of the density of states and an averaged screened Coulomb interaction. Because the phonon-mediated attraction is retarded, paired electrons can partly avoid this repulsion, which reduces it to

$$m(M)=\frac{\mu}{1+\mu\ln(E_F/w(M))}.$$

```lean
/-- The Coulomb pseudopotential: the bare repulsion `μ` reduced by the logarithm of the ratio
of the electronic energy `EF` to the phonon frequency. -/
def coulomb (μ k EF M : ℝ) : ℝ := μ / (1 + μ * Real.log (EF / phononFreq k M))
```

The transition temperature is taken to be

$$T_c(M)=C\,w(M)\,\exp\left(-\frac{1}{\lambda-m(M)}\right),$$

where $C>0$ collects the numerical prefactor and the conversion from energy to temperature. This formula is postulated, not derived from the Eliashberg equations. It has no strong-coupling renormalisation by $1+\lambda$, no phonon spectrum and no anharmonicity. In Lean, $\lambda$ is written `lam`.

```lean
/-- The transition temperature for electron-phonon coupling `lam`, as a function of the
ionic mass `M`. -/
def transitionTemp (C μ k EF lam M : ℝ) : ℝ :=
  C * phononFreq k M * Real.exp (-1 / (lam - coulomb μ k EF M))
```

The exponent is defined through the actual derivative. Since `M` is the last argument, `transitionTemp C μ k EF lam` is a function of mass alone, and `deriv` differentiates it with $C,\mu,k,E_F,\lambda$ held fixed.

```lean
/-- The isotope exponent: minus the logarithmic derivative of the transition temperature
with respect to the ionic mass. -/
def isotopeExponent (C μ k EF lam M : ℝ) : ℝ :=
  -M * deriv (transitionTemp C μ k EF lam) M / transitionTemp C μ k EF lam M
```

## Signs that follow from $w<E_F$

For $k>0$ and $M>0$ the frequency is a quotient of positive numbers.

```lean
variable {C μ k EF lam M : ℝ}

/-- The phonon frequency is positive. -/
theorem phononFreq_pos (hk : 0 < k) (hM : 0 < M) : 0 < phononFreq k M :=
  div_pos hk (Real.sqrt_pos.2 hM)
```

If in addition $w<E_F$, then $E_F/w>1$ and the logarithm is positive. Hence $1+\mu\ln(E_F/w)>0$, and therefore $m>0$. The lemma returns both facts, since the first is needed for differentiating $m$ and the second for the sign of the correction to $\alpha$.

```lean
/-- When the phonon frequency lies below the electronic energy, the screening denominator and
the Coulomb pseudopotential are both positive. -/
theorem coulomb_pos (hμ : 0 < μ) (hk : 0 < k) (hM : 0 < M) (hw : phononFreq k M < EF) :
    0 < 1 + μ * Real.log (EF / phononFreq k M) ∧ 0 < coulomb μ k EF M := by
  have hL : 0 < Real.log (EF / phononFreq k M) :=
    Real.log_pos ((one_lt_div (phononFreq_pos hk hM)).2 hw)
  have hD : 0 < 1 + μ * Real.log (EF / phononFreq k M) := by positivity
  exact ⟨hD, div_pos hμ hD⟩
```

## How the frequency and the pseudopotential respond to mass

Differentiating the frequency gives

$$w'=-\frac{k}{2M^{3/2}}=-\frac{w}{2M}.$$

`HasDerivAt` states that the derivative exists and has this value. The proof applies the quotient rule and then uses `congr_deriv` to replace the raw expression by the simplified one.

```lean
/-- The phonon frequency changes with the ionic mass at the rate `-w / (2 M)`. -/
theorem hasDerivAt_phononFreq (hM : 0 < M) :
    HasDerivAt (phononFreq k) (-(phononFreq k M / (2 * M))) M := by
  have h := (hasDerivAt_const M k).fun_div (Real.hasDerivAt_sqrt hM.ne')
    (Real.sqrt_pos.2 hM).ne'
  refine h.congr_deriv ?_
  simp only [phononFreq]
  rw [Real.sq_sqrt hM.le]
  ring
```

Write $L=\ln(E_F/w)$ and $D=1+\mu L$. Then

$$L'=-\frac{w'}{w}=\frac{1}{2M},\qquad D'=\frac{\mu}{2M},\qquad m'=-\frac{\mu D'}{D^2}=-\frac{m^2}{2M}.$$

A heavier ion lowers the phonon frequency, lengthens the retardation and weakens the effective repulsion. In the proof, `hlog` is the formula for $L'$ and `hden` the one for $D'$; the quotient rule then gives $m'$.

```lean
/-- The Coulomb pseudopotential changes with the ionic mass at the rate `-m ^ 2 / (2 M)`. -/
theorem hasDerivAt_coulomb (hμ : 0 < μ) (hk : 0 < k) (hM : 0 < M)
    (hw : phononFreq k M < EF) :
    HasDerivAt (coulomb μ k EF) (-(coulomb μ k EF M ^ 2 / (2 * M))) M := by
  have hw0 : phononFreq k M ≠ 0 := (phononFreq_pos hk hM).ne'
  have hE0 : EF ≠ 0 := ((phononFreq_pos hk hM).trans hw).ne'
  have hM0 : M ≠ 0 := hM.ne'
  -- the logarithm grows as half the logarithm of the mass
  have hlog : HasDerivAt (fun x => Real.log (EF / phononFreq k x)) (1 / (2 * M)) M := by
    have h := ((hasDerivAt_const M EF).fun_div (hasDerivAt_phononFreq (k := k) hM) hw0).log
      (div_ne_zero hE0 hw0)
    refine h.congr_deriv ?_
    simp only [zero_mul, zero_sub, mul_neg, neg_neg]
    field_simp
  have hden : HasDerivAt (fun x => 1 + μ * Real.log (EF / phononFreq k x))
      (μ * (1 / (2 * M))) M := (hlog.const_mul μ).const_add 1
  have h := (hasDerivAt_const M μ).fun_div hden (coulomb_pos hμ hk hM hw).1.ne'
  refine h.congr_deriv ?_
  simp only [coulomb]
  generalize 1 + μ * Real.log (EF / phononFreq k M) = D
  ring
```

## The two competing terms in the derivative of $T_c$

The exponential factor contributes

$$\frac{d}{dM}\left(-\frac{1}{\lambda-m}\right)=-\frac{m'}{(\lambda-m)^2}=\frac{m^2}{2M(\lambda-m)^2}.$$

The product rule adds the relative change of $w$, which is $-1/(2M)$, so that

$$T_c'=-\frac{T_c}{M}\cdot\frac12\left[1-\left(\frac{m}{\lambda-m}\right)^2\right].$$

The first term lowers $T_c$ as the mass grows, while the second raises it because the repulsion weakens. The hypothesis `hl`, which says $m<\lambda$, expresses a net attraction and keeps the denominator nonzero. The proof builds the derivative of the exponential in `hexp`, multiplies by the frequency factor, and matches the two forms with `ring`.

```lean
/-- The derivative of the transition temperature with respect to the ionic mass. -/
theorem hasDerivAt_transitionTemp (hμ : 0 < μ) (hk : 0 < k) (hM : 0 < M)
    (hw : phononFreq k M < EF) (hl : coulomb μ k EF M < lam) :
    HasDerivAt (transitionTemp C μ k EF lam)
      (-(transitionTemp C μ k EF lam M / M *
        (1 / 2 * (1 - (coulomb μ k EF M / (lam - coulomb μ k EF M)) ^ 2)))) M := by
  have hexp := ((hasDerivAt_const M (-1 : ℝ)).fun_div
    ((hasDerivAt_coulomb hμ hk hM hw).const_sub lam) (sub_pos.2 hl).ne').exp
  have h := ((hasDerivAt_phononFreq (k := k) hM).const_mul C).fun_mul hexp
  refine h.congr_deriv ?_
  simp only [transitionTemp]
  generalize lam - coulomb μ k EF M = d
  generalize Real.exp (-1 / d) = E
  ring
```

## The exponent, its bound and its zero

Multiplying by $-M/T_c$, which is allowed because $T_c>0$, gives the formula for $\alpha$. Put $r=m/(\lambda-m)$. Both $m$ and $\lambda-m$ are positive, so $r>0$ and

$$\alpha=\tfrac12(1-r^2)<\tfrac12.$$

If $\alpha=0$, then $(r-1)(r+1)=0$. Since $r+1>0$, this forces $r=1$, that is $m=\lambda-m$, or $\lambda=2m$. Conversely, $\lambda=2m$ gives $r=1$ and $\alpha=0$.

The theorem states these three conclusions together: the formula, the strict bound, and the equivalence for the zero. They hold at every single mass $M>0$ satisfying `hw` and `hl`, with $m$ evaluated at that same mass. In the proof, `heq` is the formula, `hr` is the positivity of $r$, and `hf` is the factorised equation.

```lean
/-- The isotope exponent equals `(1/2) (1 - (m / (lam - m)) ^ 2)`, with `m` the Coulomb
pseudopotential; it is below one half, and it vanishes exactly when `lam = 2 m`. -/
theorem isotopeExponent_formula (hC : 0 < C) (hμ : 0 < μ) (hk : 0 < k) (hM : 0 < M)
    (hw : phononFreq k M < EF) (hl : coulomb μ k EF M < lam) :
    isotopeExponent C μ k EF lam M =
        1 / 2 * (1 - (coulomb μ k EF M / (lam - coulomb μ k EF M)) ^ 2) ∧
      isotopeExponent C μ k EF lam M < 1 / 2 ∧
      (isotopeExponent C μ k EF lam M = 0 ↔ lam = 2 * coulomb μ k EF M) := by
  have hT : transitionTemp C μ k EF lam M ≠ 0 :=
    (mul_pos (mul_pos hC (phononFreq_pos hk hM)) (Real.exp_pos _)).ne'
  have hM0 : M ≠ 0 := hM.ne'
  have hd : 0 < lam - coulomb μ k EF M := sub_pos.2 hl
  have hr : 0 < coulomb μ k EF M / (lam - coulomb μ k EF M) :=
    div_pos (coulomb_pos hμ hk hM hw).2 hd
  have heq : isotopeExponent C μ k EF lam M =
      1 / 2 * (1 - (coulomb μ k EF M / (lam - coulomb μ k EF M)) ^ 2) := by
    unfold isotopeExponent
    rw [(hasDerivAt_transitionTemp hμ hk hM hw hl).deriv]
    generalize 1 / 2 * (1 - (coulomb μ k EF M / (lam - coulomb μ k EF M)) ^ 2) = X
    field_simp
  refine ⟨heq, ?_, ?_⟩
  · rw [heq]
    have := pow_pos hr 2
    linarith
  · rw [heq]
    constructor
    · intro h
      -- the positive ratio m / (lam - m) has square one, so it is one
      have hf : (coulomb μ k EF M / (lam - coulomb μ k EF M) - 1) *
          (coulomb μ k EF M / (lam - coulomb μ k EF M) + 1) = 0 := by
        linear_combination -2 * h
      have h1 : coulomb μ k EF M / (lam - coulomb μ k EF M) = 1 := by
        rcases mul_eq_zero.1 hf with h | h <;> linarith
      have h2 := (div_eq_one_iff_eq hd.ne').1 h1
      linarith
    · intro h
      have h1 : coulomb μ k EF M / (lam - coulomb μ k EF M) = 1 :=
        (div_eq_one_iff_eq hd.ne').2 (by linarith)
      rw [h1]
      norm_num
```

In the limit $\mu\to0$ at fixed $M$ and $\lambda>0$, the pseudopotential $m$ tends to zero and $\alpha$ tends to $1/2$, the value set by the frequency prefactor alone.

The sign of $\alpha$ follows in the same way. It is negative exactly when $r^2>1$. Because $r>0$, this means $r>1$, hence $m>\lambda-m$, or $\lambda<2m$. This is the inverse isotope effect, in which a heavier ion raises $T_c$. The two directions of the proof pass through $r>1$, with `nlinarith` relating it to $r^2>1$.

```lean
/-- The isotope exponent is negative exactly when the coupling is less than twice the
Coulomb pseudopotential. -/
theorem isotopeExponent_neg_iff (hC : 0 < C) (hμ : 0 < μ) (hk : 0 < k) (hM : 0 < M)
    (hw : phononFreq k M < EF) (hl : coulomb μ k EF M < lam) :
    isotopeExponent C μ k EF lam M < 0 ↔ lam < 2 * coulomb μ k EF M := by
  have hd : 0 < lam - coulomb μ k EF M := sub_pos.2 hl
  have hr := div_pos (coulomb_pos hμ hk hM hw).2 hd
  rw [(isotopeExponent_formula hC hμ hk hM hw hl).1]
  constructor
  · intro h
    have h1 : 1 < coulomb μ k EF M / (lam - coulomb μ k EF M) := by nlinarith
    have h2 := (one_lt_div hd).1 h1
    linarith
  · intro h
    have h1 := (one_lt_div hd).2 (show lam - coulomb μ k EF M < coulomb μ k EF M by linarith)
    nlinarith
```

## A ceiling on $T_c$ that no ionic mass exceeds

The definition of $m$ can be inverted:

$$\frac1m=\frac1\mu+\ln\frac{E_F}{w},\qquad\text{so}\qquad w=E_F\exp\left(\frac1\mu-\frac1m\right).$$

Substituting this into $T_c$ eliminates the frequency:

$$T_c=C\,E_F\exp\left(\frac1\mu-\frac1m-\frac1{\lambda-m}\right).$$

In the proof, `he` is the inverted relation and `hL` the resulting expression for $w$. The exponential is then split into two factors and `linear_combination` inserts `hL`.

```lean
/-- The transition temperature written through the Coulomb pseudopotential, with the phonon
frequency eliminated. -/
theorem transitionTemp_eq (hμ : 0 < μ) (hk : 0 < k) (hM : 0 < M)
    (hw : phononFreq k M < EF) :
    transitionTemp C μ k EF lam M =
      C * EF * Real.exp (1 / μ - 1 / coulomb μ k EF M - 1 / (lam - coulomb μ k EF M)) := by
  have hw0 := phononFreq_pos hk hM
  have hE := hw0.trans hw
  have he : 1 / μ - 1 / coulomb μ k EF M = -Real.log (EF / phononFreq k M) := by
    unfold coulomb
    rw [one_div_div]
    generalize Real.log (EF / phononFreq k M) = L
    field_simp
    ring
  have hL : phononFreq k M = EF * Real.exp (1 / μ - 1 / coulomb μ k EF M) := by
    rw [he, Real.exp_neg, Real.exp_log (div_pos hE hw0)]
    field_simp
  rw [show 1 / μ - 1 / coulomb μ k EF M - 1 / (lam - coulomb μ k EF M) =
    (1 / μ - 1 / coulomb μ k EF M) + -1 / (lam - coulomb μ k EF M) by ring, Real.exp_add]
  unfold transitionTemp
  linear_combination C * Real.exp (-1 / (lam - coulomb μ k EF M)) * hL
```

The mass now enters only through $m$. Bringing the relevant terms over a common denominator gives

$$\frac1m+\frac1{\lambda-m}-\frac4\lambda=\frac{\lambda^2-4m(\lambda-m)}{\lambda m(\lambda-m)}=\frac{(\lambda-2m)^2}{\lambda m(\lambda-m)}\ge0.$$

The exponential is increasing, so

$$T_c\le C\,E_F\exp\left(\frac1\mu-\frac4\lambda\right),$$

with equality exactly when the square vanishes, that is when $\lambda=2m$. This is the same condition that makes the isotope exponent zero.

The right-hand side contains neither $M$ nor $k$. It bounds $T_c$ at fixed $C$, $E_F$, $\mu$ and $\lambda$, for all masses with $w<E_F$ and $m<\lambda$. The theorem does not say whether the ceiling is reached. As the mass varies with $w<E_F$, $m$ takes every value strictly between $0$ and $\mu$, so a mass with $m=\lambda/2$ exists exactly when $0<\lambda<2\mu$. For $\lambda\ge2\mu$ the ceiling lies above every $T_c$ of the model, and it can be far too high to serve as an estimate. In the proof, `key` is the displayed identity; the inequality uses the monotonicity of the exponential, and the equality case uses its injectivity.

```lean
/-- The transition temperature is at most `C EF exp (1/μ - 4/lam)`, a bound independent of the
ionic mass, with equality exactly when `lam` is twice the Coulomb pseudopotential. -/
theorem transitionTemp_ceiling (hC : 0 < C) (hμ : 0 < μ) (hk : 0 < k) (hM : 0 < M)
    (hw : phononFreq k M < EF) (hl : coulomb μ k EF M < lam) :
    transitionTemp C μ k EF lam M ≤ C * EF * Real.exp (1 / μ - 4 / lam) ∧
      (transitionTemp C μ k EF lam M = C * EF * Real.exp (1 / μ - 4 / lam) ↔
        lam = 2 * coulomb μ k EF M) := by
  have hCE : 0 < C * EF := mul_pos hC ((phononFreq_pos hk hM).trans hw)
  rw [transitionTemp_eq hμ hk hM hw]
  have hm := (coulomb_pos hμ hk hM hw).2
  generalize coulomb μ k EF M = m at hm hl ⊢
  have hd : 0 < lam - m := sub_pos.2 hl
  have hlam : 0 < lam := hm.trans hl
  have hp : 0 < lam * m * (lam - m) := by positivity
  -- the distance of the exponent from its ceiling is a perfect square
  have key : 1 / m + 1 / (lam - m) - 4 / lam =
      (lam - 2 * m) ^ 2 / (lam * m * (lam - m)) := by
    have hd0 := hd.ne'
    field_simp
    ring
  constructor
  · have hq : 0 ≤ (lam - 2 * m) ^ 2 / (lam * m * (lam - m)) :=
      div_nonneg (sq_nonneg _) hp.le
    exact mul_le_mul_of_nonneg_left (Real.exp_le_exp.2 (by linarith)) hCE.le
  · rw [mul_right_inj' hCE.ne', Real.exp_eq_exp]
    constructor
    · intro h
      have hz : (lam - 2 * m) ^ 2 / (lam * m * (lam - m)) = 0 := by linarith
      rcases div_eq_zero_iff.1 hz with h1 | h1
      · exact sub_eq_zero.1 (pow_eq_zero_iff two_ne_zero |>.1 h1)
      · exact absurd h1 hp.ne'
    · intro h
      have hz : (lam - 2 * m) ^ 2 / (lam * m * (lam - m)) = 0 := by
        rw [sub_eq_zero.2 h]
        simp
      linarith

end

end IsotopeEffectCoulomb
```

The ceiling fails without the condition $m<\lambda$. Take $\mu=1$ and $E_F=e\,w$, so that $m=1/2$, and choose $\lambda=1/4$. The formula then gives $T_c=C\,w\,e^{4}$, whereas the supposed ceiling is $C\,E_F\,e^{1-16}=C\,w\,e^{-14}$. Here the repulsion exceeds the attraction, and the expression for $T_c$ no longer describes a superconductor.

```lean
#print axioms IsotopeEffectCoulomb.isotopeExponent_formula
#print axioms IsotopeEffectCoulomb.isotopeExponent_neg_iff
#print axioms IsotopeEffectCoulomb.transitionTemp_ceiling
```

```
'IsotopeEffectCoulomb.isotopeExponent_formula' depends on axioms: [propext, Classical.choice, Quot.sound]
'IsotopeEffectCoulomb.isotopeExponent_neg_iff' depends on axioms: [propext, Classical.choice, Quot.sound]
'IsotopeEffectCoulomb.transitionTemp_ceiling' depends on axioms: [propext, Classical.choice, Quot.sound]
```
